# A Fermi level for $N$ electrons in $M \ge 1$ Fermi–Dirac-smeared levels exists exactly when $0 < N < M$

Each of the $M$ levels in the title holds at most one electron, so an orbital open to both spins counts as two levels. A Fermi level is taken here to be a real number $\mu$, so $\mu = +\infty$ does not count as one. This choice decides the case of completely filled bands: an infinite $\mu$ would fill every level, whereas a finite one never does at positive temperature. The levels themselves are finite in number and held fixed while $\mu$ is sought, as they are after one diagonalisation in a self-consistent calculation.

For such a fixed, finite set of independent-particle levels, the result sets a minimum requirement on the bands in a simulation with Fermi–Dirac smearing: for $\mu$ to exist, their total capacity must exceed the number of electrons. An accurate result can take more bands than this. If the bands can hold exactly the electrons present and no more, the equation for $\mu$ has no solution.

```lean
import Mathlib

open Filter Topology

namespace SmearedFermiLevel

noncomputable section
```

## Occupations and the electron count

A level at energy $e$ has the occupation $f((e-\mu)/T)$, where

$$f(x) = \frac{1}{e^{x}+1}.$$

The temperature $T$ is measured in units of energy, so it stands for $k_{\mathrm B}$ times the absolute temperature, or for the smearing width when the temperature is only a numerical device.

```lean
/-- The Fermi function `f(x) = 1 / (exp x + 1)`. -/
def fermi (x : ℝ) : ℝ := 1 / (Real.exp x + 1)
```

Let the levels be $e_n$, and give each a weight $w_n$, the product of its k-point weight and its spin factor. The number of electrons held at Fermi level $\mu$ is

$$C(\mu) = \sum_n w_n\, f\!\left(\frac{e_n-\mu}{T}\right),$$

and the total capacity is $W = \sum_n w_n$. A Fermi level for $N$ electrons is a solution of $C(\mu)=N$.

```lean
variable {ι : Type*} [Fintype ι]

/-- The number of electrons held at Fermi level `μ` and temperature `T ≠ 0` by levels `e n`
with weights `w n` (k-point weight times spin factor). -/
def electronCount (w e : ι → ℝ) (T μ : ℝ) : ℝ :=
  ∑ n, w n * fermi ((e n - μ) / T)
```

The finite type `ι` labels the levels, so one label can combine a band index, a k-point and a spin. The functions `w` and `e` give the weights and energies, and `electronCount w e T μ` is $C(\mu)$. The capacity $W$ has no name of its own in Lean and appears as `∑ n, w n`. The electron number $N$ will be any real number, which allows for fractional charges.

## One level

Since $e^x>0$, the denominator $e^x+1$ is greater than $1$. Its reciprocal is therefore positive and less than $1$:

$$0 < f(x) < 1.$$

```lean
/-- The Fermi function lies strictly between zero and one. -/
theorem fermi_bounds (x : ℝ) : 0 < fermi x ∧ fermi x < 1 := by
  have hx := Real.exp_pos x
  unfold fermi
  constructor
  · positivity
  · rw [div_lt_one (by positivity)]
    linarith
```

The tactic `positivity` settles the lower bound. For the upper bound, `div_lt_one` turns the claim into $1 < e^x+1$, which follows from `hx`.

If $x<y$, then $e^x+1 < e^y+1$. Both sides are positive, so taking reciprocals reverses the inequality and gives $f(y)<f(x)$. A higher level is less occupied.

```lean
/-- The Fermi function is strictly decreasing. -/
theorem fermi_strictAnti : StrictAnti fermi := by
  intro x y h
  simp only [fermi]
  exact one_div_lt_one_div_of_lt (by positivity) (by linarith [Real.exp_lt_exp.2 h])
```

A single level of capacity $W$ can be solved in closed form. For $0<N<W$, put $x = -\log\frac{N}{W-N}$. Then

$$e^{x} = \frac{W-N}{N}, \qquad e^{x}+1 = \frac{W-N}{N}+\frac{N}{N} = \frac{W}{N}, \qquad f(x) = \frac{N}{W}.$$

The level then holds $W f(x) = N$ electrons. Setting $(e-\mu)/T = x$ gives its Fermi level, $\mu = e + T\log\frac{N}{W-N}$.

```lean
/-- For `0 < N < W`, the Fermi function takes the value `N / W` at `-log (N / (W - N))`. -/
theorem fermi_neg_log {N W : ℝ} (hN : 0 < N) (hW : N < W) :
    fermi (-Real.log (N / (W - N))) = N / W := by
  have h : (W - N) / N + 1 = W / N := by
    rw [sub_div, div_self hN.ne']
    ring
  unfold fermi
  rw [Real.exp_neg, Real.exp_log (div_pos hN (sub_pos.2 hW)), inv_div, h, one_div_div]
```

The two hypotheses make $N/(W-N)$ positive, which is what allows the exponential to undo the logarithm. The auxiliary equation `h` is the middle step of the calculation, and the final rewrite takes the reciprocal.

## More electrons at a higher Fermi level

Let $\mu<\nu$ and $T>0$. For every level,

$$\frac{e_n-\nu}{T} < \frac{e_n-\mu}{T},$$

so $f((e_n-\mu)/T) < f((e_n-\nu)/T)$, because $f$ is strictly decreasing. Multiplying by $w_n>0$ and summing over at least one level gives $C(\mu)<C(\nu)$.

```lean
/-- For at least one level, positive weights and `T > 0`, the electron number increases
strictly with the Fermi level. -/
theorem electronCount_strictMono [Nonempty ι] {w : ι → ℝ} (hw : ∀ n, 0 < w n)
    (e : ι → ℝ) {T : ℝ} (hT : 0 < T) : StrictMono (electronCount w e T) := by
  intro μ ν h
  simp only [electronCount]
  refine Finset.sum_lt_sum_of_nonempty Finset.univ_nonempty fun n _ => ?_
  have h1 : (e n - ν) / T < (e n - μ) / T :=
    div_lt_div_of_pos_right (by linarith) hT
  exact mul_lt_mul_of_pos_left (fermi_strictAnti h1) (hw n)
```

The assumption that there is a level appears as `[Nonempty ι]`. With no levels the count would be zero for every $\mu$, and nothing would increase. In the proof, `h1` is the displayed inequality, and `Finset.sum_lt_sum_of_nonempty` carries the strict comparison from the terms to the sum.

## Two Fermi levels that enclose the solution

Suppose all levels lie between $a$ and $b$, and let $0<N<W$. Write

$$\delta = T\log\frac{N}{W-N}.$$

If all levels sat at $a$, the formula for a single level would give the Fermi level $a+\delta$. The actual levels are at $a$ or above it, so at this Fermi level

$$\frac{e_n-(a+\delta)}{T} = \frac{e_n-a}{T} - \log\frac{N}{W-N} \ge -\log\frac{N}{W-N}.$$

Because $f$ decreases, each occupation is at most $N/W$, and therefore

$$C(a+\delta) \le \sum_n w_n\frac{N}{W} = N.$$

At the Fermi level $b+\delta$, the inequality $e_n\le b$ gives

$$\frac{e_n-(b+\delta)}{T} = \frac{e_n-b}{T} - \log\frac{N}{W-N} \le -\log\frac{N}{W-N}.$$

Each occupation is now at least $N/W$, so $C(b+\delta)\ge N$.

```lean
/-- Let all levels lie between `a` and `b`, with positive weights of sum `W`, and let `T > 0`
and `0 < N < W`. Then the Fermi level `a + T log (N / (W - N))` gives at most `N` electrons, and
`b + T log (N / (W - N))` gives at least `N`. -/
theorem electronCount_bracket {w e : ι → ℝ} (hw : ∀ n, 0 < w n) {T N a b : ℝ} (hT : 0 < T)
    (hN : 0 < N) (hNW : N < ∑ n, w n) (ha : ∀ n, a ≤ e n) (hb : ∀ n, e n ≤ b) :
    electronCount w e T (a + T * Real.log (N / (∑ n, w n - N))) ≤ N ∧
      N ≤ electronCount w e T (b + T * Real.log (N / (∑ n, w n - N))) := by
  have hf := fermi_neg_log hN hNW
  have hW : (∑ n, w n) ≠ 0 := (hN.trans hNW).ne'
  -- if every level had the same occupation `N / W`, the count would be exactly `N`
  have hsum : ∑ n, w n * fermi (-Real.log (N / (∑ n, w n - N))) = N := by
    rw [hf, ← Finset.sum_mul]
    field_simp
  constructor
  · refine le_trans (Finset.sum_le_sum fun n _ => ?_) hsum.le
    refine mul_le_mul_of_nonneg_left (fermi_strictAnti.antitone ?_) (hw n).le
    rw [le_div_iff₀ hT]
    linarith [ha n]
  · refine le_trans hsum.ge (Finset.sum_le_sum fun n _ => ?_)
    refine mul_le_mul_of_nonneg_left (fermi_strictAnti.antitone ?_) (hw n).le
    rw [div_le_iff₀ hT]
    linarith [hb n]
```

In the Lean statement, `∑ n, w n - N` means $(\sum_n w_n)-N$, that is, $W-N$. The equation `hsum` says that the common occupation $N/W$ gives exactly $N$ electrons. Each half of the proof compares the true count with this sum term by term, and `linarith` finishes with `ha n` or `hb n`, the position of the level relative to $a$ or $b$.

## Why the extremes are never reached

Each occupation lies strictly between $0$ and $1$, so each term satisfies

$$0 < w_n f\!\left(\frac{e_n-\mu}{T}\right) < w_n.$$

Summing over at least one level gives

$$0 < C(\mu) < W.$$

This already excludes $N=0$ and $N=W$, as well as everything beyond them.

```lean
/-- With at least one level and positive weights, the electron number lies strictly between
zero and the total weight. -/
theorem electronCount_bounds [Nonempty ι] {w : ι → ℝ} (hw : ∀ n, 0 < w n)
    (e : ι → ℝ) (T μ : ℝ) :
    0 < electronCount w e T μ ∧ electronCount w e T μ < ∑ n, w n := by
  simp only [electronCount]
  constructor
  · exact Finset.sum_pos (fun n _ => mul_pos (hw n) (fermi_bounds _).1) Finset.univ_nonempty
  · refine Finset.sum_lt_sum_of_nonempty Finset.univ_nonempty fun n _ => ?_
    exact mul_lt_of_lt_one_right (hw n) (fermi_bounds _).2
```

The statement places no condition on $T$, because the bounds on $f$ hold for every real argument. Its physical use is at $T>0$.

## Existence and uniqueness for weighted levels

If $C(\mu)=N$ for some $\mu$, the bounds just found give $0<N<W$.

Conversely, let $0<N<W$. Take $a$ to be the lowest level and $b$ the highest. The count is at most $N$ at $a+\delta$ and at least $N$ at $b+\delta$. The function $f$ is continuous because its denominator never vanishes, and $C$ is a finite sum of continuous functions of $\mu$. By the intermediate value theorem, $C$ takes the value $N$.

If $C(\mu)=N$ and $C(\nu)=N$, then $\mu=\nu$, because a strictly increasing function takes no value twice.

```lean
/-- For at least one level, positive weights and `T > 0`, a Fermi level for `N` electrons exists
if and only if `N` lies strictly between zero and the total weight, and there is never more
than one. -/
theorem fermiLevel_exists_iff_and_unique [Nonempty ι] {w : ι → ℝ} (hw : ∀ n, 0 < w n)
    (e : ι → ℝ) {T : ℝ} (hT : 0 < T) (N : ℝ) :
    ((∃ μ, electronCount w e T μ = N) ↔ 0 < N ∧ N < ∑ n, w n) ∧
      ∀ μ ν, electronCount w e T μ = N → electronCount w e T ν = N → μ = ν := by
  refine ⟨⟨?_, ?_⟩, fun μ ν h1 h2 =>
    (electronCount_strictMono hw e hT).injective (h1.trans h2.symm)⟩
  · rintro ⟨μ, rfl⟩
    exact electronCount_bounds hw e T μ
  · rintro ⟨hN, hNW⟩
    -- the lowest and the highest level, both shifted by `T log (N / (W - N))`, bracket a solution
    obtain ⟨i, hi⟩ := Finite.exists_min e
    obtain ⟨j, hj⟩ := Finite.exists_max e
    have hbr := electronCount_bracket hw hT hN hNW hi hj
    have hfermi : Continuous fermi :=
      Continuous.div continuous_const (Real.continuous_exp.add continuous_const)
        fun x => (add_pos (Real.exp_pos x) one_pos).ne'
    have hcont : Continuous (electronCount w e T) :=
      continuous_finsetSum _ fun n _ => continuous_const.mul
        (hfermi.comp ((continuous_const.sub continuous_id).div_const T))
    exact mem_range_of_exists_le_of_exists_ge hcont ⟨_, hbr.1⟩ ⟨_, hbr.2⟩
```

The theorem is a conjunction. Its first part is the equivalence between the existence of $\mu$ and the condition $0<N<W$. Its second part says that any two solutions for the same $N$ are equal. The hypotheses are at least one level, positive weights and $T>0$; the energies may be degenerate and in any order.

The proof obtains uniqueness from `electronCount_strictMono` and necessity from `electronCount_bounds`. For existence, `Finite.exists_min` and `Finite.exists_max` supply the lowest and highest levels, `hbr` holds the two inequalities, and `mem_range_of_exists_le_of_exists_ge` is the form of the intermediate value theorem applied to `hcont`.

The theorem concerns the Fermi function alone, and other smearing functions would need their own argument. It also leaves open whether a self-consistent cycle converges, since there the levels change along with the occupations.

## Levels that hold one electron each

Let there be $M\ge1$ levels, each with weight $w_n=1$. Then

$$C(\mu)=\sum_n f\!\left(\frac{e_n-\mu}{T}\right), \qquad W=\sum_n 1=M,$$

and the condition becomes $0<N<M$. For $M=1$ the solution is $\mu=e+T\log\frac{N}{1-N}$, where $e$ is the only level, and $N$ has to be fractional.

```lean
/-- For `M ≥ 1` levels at `T > 0`, the equation `∑ f((e n - μ) / T) = N` has a real solution `μ`
if and only if `0 < N < M`, and the solution is then unique. -/
theorem fermiLevel_of_bands {M : ℕ} (hM : 1 ≤ M) (e : Fin M → ℝ) {T : ℝ} (hT : 0 < T) (N : ℝ) :
    ((∃ μ, ∑ n, fermi ((e n - μ) / T) = N) ↔ 0 < N ∧ N < M) ∧
      ∀ μ ν, ∑ n, fermi ((e n - μ) / T) = N → ∑ n, fermi ((e n - ν) / T) = N → μ = ν := by
  have : Nonempty (Fin M) := ⟨⟨0, hM⟩⟩
  have h := fermiLevel_exists_iff_and_unique (w := fun _ : Fin M => (1 : ℝ))
    (fun _ => one_pos) e hT N
  simpa [electronCount] using h
```

The levels are now labelled by `Fin M`, the type with $M$ elements $0,\dots,M-1$, and in `N < M` the natural number $M$ is read as a real number. The proof sets every weight to one in the general theorem and lets `simpa` simplify the sums.

This version counts each spin state as a separate level. In a spin-degenerate calculation with k-point weights that add up to one, a spin factor of $2$ and the same number $B$ of bands at each k-point, the capacity is $W=2B$. The weighted theorem then requires $B>N/2$ for a positive number of electrons. With $B=N/2$ there is no spare band and no Fermi level.

## An explicit interval for the Fermi level

Suppose $C(\mu)=N$, with all levels between $a$ and $b$. Then $0<N<W$, so the enclosing inequalities apply:

$$C(a+\delta)\le N=C(\mu)\le C(b+\delta).$$

Since $C$ increases strictly, the same order holds for the arguments:

$$a+T\log\frac{N}{W-N}\;\le\;\mu\;\le\; b+T\log\frac{N}{W-N}.$$

```lean
/-- For at least one level, positive weights of sum `W`, `T > 0` and all levels between `a` and
`b`, a Fermi level for `N` electrons lies between `a + T log (N / (W - N))` and
`b + T log (N / (W - N))`. -/
theorem fermiLevel_mem_bracket [Nonempty ι] {w e : ι → ℝ} (hw : ∀ n, 0 < w n)
    {T N a b μ : ℝ} (hT : 0 < T) (ha : ∀ n, a ≤ e n) (hb : ∀ n, e n ≤ b)
    (h : electronCount w e T μ = N) :
    a + T * Real.log (N / (∑ n, w n - N)) ≤ μ ∧
      μ ≤ b + T * Real.log (N / (∑ n, w n - N)) := by
  have hN := electronCount_bounds hw e T μ
  rw [h] at hN
  have hbr := electronCount_bracket hw hT hN.1 hN.2 ha hb
  have hmono := electronCount_strictMono hw e hT
  exact ⟨hmono.le_iff_le.1 (hbr.1.trans h.ge), hmono.le_iff_le.1 (h.le.trans hbr.2)⟩
```

The condition on $N$ is not assumed here: `electronCount_bounds` derives it from the existence of $\mu$. The last line uses `hmono.le_iff_le` to pass from counts back to Fermi levels.

For a fixed, finite set of levels, this interval can serve as the starting interval for bisection. Its width is $b-a$, whatever the temperature and electron number. If all levels coincide and $a=b$ is their common energy, the two ends meet and give $\mu$ exactly.

## Full bands as a limit

As $\mu\to\infty$ at fixed $T>0$, each argument $(e_n-\mu)/T$ tends to $-\infty$. Its exponential tends to $0$, so

$$f\!\left(\frac{e_n-\mu}{T}\right)\to\frac{1}{0+1}=1.$$

Multiplying by $w_n$ and adding the finitely many terms gives

$$C(\mu)\to\sum_n w_n=W.$$

```lean
/-- At `T > 0` the electron number tends to the total weight as the Fermi level goes to
infinity. -/
theorem electronCount_tendsto_full (w e : ι → ℝ) {T : ℝ} (hT : 0 < T) :
    Tendsto (electronCount w e T) atTop (𝓝 (∑ n, w n)) := by
  -- the Fermi function tends to one at minus infinity
  have h2 : Tendsto (fun x : ℝ => 1 / (Real.exp x + 1)) atBot (𝓝 1) := by
    simpa using (Real.tendsto_exp_atBot.add_const 1).inv₀ (by norm_num)
  refine tendsto_finsetSum Finset.univ fun n _ => ?_
  have h0 : Tendsto (fun μ : ℝ => e n - μ) atTop atBot := by
    simpa [sub_eq_add_neg] using
      tendsto_atBot_add_const_left atTop (e n) tendsto_neg_atTop_atBot
  have h3 : Tendsto (fun μ : ℝ => fermi ((e n - μ) / T)) atTop (𝓝 1) :=
    h2.comp (h0.atBot_div_const hT)
  simpa using h3.const_mul (w n)

end

end SmearedFermiLevel
```

`Tendsto … atTop (𝓝 (∑ n, w n))` is the statement that $C(\mu)\to W$ as $\mu\to\infty$. In the proof, `h2` is the limit of the Fermi function at $-\infty$, `h0` sends $e_n-\mu$ to $-\infty$, and `h3` combines them for one level. The limit needs no condition on the weights.

With at least one level and positive weights, the count approaches $W$ from below without reaching it. For $N=W$, raising $\mu$ makes the missing charge as small as desired, but no finite $\mu$ removes it.

```lean
#print axioms SmearedFermiLevel.fermiLevel_exists_iff_and_unique
#print axioms SmearedFermiLevel.fermiLevel_of_bands
#print axioms SmearedFermiLevel.fermiLevel_mem_bracket
#print axioms SmearedFermiLevel.electronCount_tendsto_full
```

```
'SmearedFermiLevel.fermiLevel_exists_iff_and_unique' depends on axioms: [propext, Classical.choice, Quot.sound]
'SmearedFermiLevel.fermiLevel_of_bands' depends on axioms: [propext, Classical.choice, Quot.sound]
'SmearedFermiLevel.fermiLevel_mem_bracket' depends on axioms: [propext, Classical.choice, Quot.sound]
'SmearedFermiLevel.electronCount_tendsto_full' depends on axioms: [propext, Classical.choice, Quot.sound]
```
